# A site symmetry $R$ allows the antisymmetric Born charge $A(w)$ exactly when $Rw=\det(R)\,w$

Replacing a computed Born effective charge tensor by its symmetric part can delete a real response of the crystal. The tensor, usually written $Z^*$ and here $Z$, is a mixed second derivative of the energy, with one index for the electric field and one for the atomic displacement. No general identity makes these two indices interchangeable, so whether an antisymmetric part may exist depends on the site symmetry. Silicon in α-quartz, on a single twofold axis, is a site where it may.

For a tensor computed by density functional perturbation theory, applying the criterion below to every operation of the site group tells which antisymmetric parts are allowed by symmetry, though it says nothing about their size.

## The antisymmetric part as a vector

Tensors are real $3\times3$ matrices in Cartesian axes, with indices $0,1,2$ for $x,y,z$.

```lean
import Mathlib

open Matrix

namespace BornAntisymmetricPart

noncomputable section
```

Three numbers $w=(w_0,w_1,w_2)$ fix an antisymmetric matrix $A(w)$, called `axialMatrix w`.

```lean
/-- The antisymmetric matrix `A(w)` built from a vector `w`. -/
def axialMatrix (w : Fin 3 → ℝ) : Matrix (Fin 3) (Fin 3) ℝ :=
  !![0, -w 2, w 1; w 2, 0, -w 0; -w 1, w 0, 0]
```

Conversely, each component of the axial vector of $Z$ is half a difference of opposite entries, for example $w_0=(Z_{21}-Z_{12})/2$. Exchanging the field and displacement indices reverses its sign.

```lean
/-- The vector that encodes the antisymmetric part of a Born effective charge tensor `Z`. -/
def axialVector (Z : Matrix (Fin 3) (Fin 3) ℝ) : Fin 3 → ℝ :=
  ![(Z 2 1 - Z 1 2) / 2, (Z 0 2 - Z 2 0) / 2, (Z 1 0 - Z 0 1) / 2]
```

The twofold rotation about $x$ keeps $x$ and reverses $y$ and $z$.

```lean
/-- The twofold rotation about the x axis. -/
def diadX : Matrix (Fin 3) (Fin 3) ℝ := Matrix.diagonal ![1, -1, -1]
```

The rotation about $y$ keeps $y$ instead.

```lean
/-- The twofold rotation about the y axis. -/
def diadY : Matrix (Fin 3) (Fin 3) ℝ := Matrix.diagonal ![-1, 1, -1]
```

A mirror with unit normal $n$ is $1-2nn^T$. The definition accepts any $n$; the unit length is required later.

```lean
/-- The matrix `1 - 2 n nᵀ`, which for a unit vector `n` is the reflection in the plane
normal to `n`. -/
def mirror (n : Fin 3 → ℝ) : Matrix (Fin 3) (Fin 3) ℝ :=
  1 - (2 : ℝ) • Matrix.vecMulVec n n
```

Multiplying out the rows gives
$$A(w)v=(w_1v_2-w_2v_1,\;w_2v_0-w_0v_2,\;w_0v_1-w_1v_0)=w\times v.$$
Lean checks the three components.

```lean
/-- The matrix `A(w)` acts on a vector as the cross product with `w`. -/
theorem axialMatrix_mulVec (w v : Fin 3 → ℝ) :
    axialMatrix w *ᵥ v = crossProduct w v := by
  rw [cross_apply]
  ext i
  fin_cases i <;>
    simp [axialMatrix, Matrix.mulVec, dotProduct, Fin.sum_univ_three] <;> ring
```

Reading the entries of $A(w)$ back gives $(w_0+w_0)/2=w_0$, and likewise for the others, so $A(w)$ determines $w$.

```lean
/-- The vector `w` is recovered from the matrix `A(w)`. -/
theorem axialVector_axialMatrix (w : Fin 3 → ℝ) : axialVector (axialMatrix w) = w := by
  ext i
  fin_cases i <;> simp [axialVector, axialMatrix]
```

For any $Z$, the matrix $(Z-Z^T)/2$ has zero diagonal and opposite off-diagonal entries. It is therefore $A(w)$, with $w$ the axial vector of $Z$.

```lean
/-- The antisymmetric part of any tensor `Z` is `A(w)`, with `w` the axial vector of `Z`. -/
theorem antisymmetric_part (Z : Matrix (Fin 3) (Fin 3) ℝ) :
    (1 / 2 : ℝ) • (Z - Zᵀ) = axialMatrix (axialVector Z) := by
  ext i j
  fin_cases i <;> fin_cases j <;> simp [axialVector, axialMatrix] <;> ring
```

## How an orthogonal operation acts on $w$

For any matrix $M$ and vectors $a,b$, the triple product gives
$$a\cdot M^TA(Mw)Mb=Ma\cdot(Mw\times Mb)=\det(M)\,a\cdot(w\times b).$$
Since $a$ and $b$ are arbitrary, $M^TA(Mw)M=\det(M)A(w)$. The Lean proof expands all nine entries and compares polynomials with `ring`.

```lean
/-- The triple-product identity in matrix form: `Mᵀ A(M w) M = det(M) A(w)` for every real
3 × 3 matrix `M`. -/
theorem transpose_mul_axialMatrix_mul (M : Matrix (Fin 3) (Fin 3) ℝ) (w : Fin 3 → ℝ) :
    Mᵀ * axialMatrix (M *ᵥ w) * M = M.det • axialMatrix w := by
  ext i j
  fin_cases i <;> fin_cases j <;>
    simp [axialMatrix, Matrix.mul_apply, Matrix.mulVec, dotProduct, Fin.sum_univ_three,
      Matrix.det_fin_three] <;> ring
```

Let $R$ be orthogonal, proper or improper, and put $d=\det R$, so $d^2=1$. Multiplying the identity by $R$ from the left gives
$$A(Rw)R=d\,RA(w),$$
which is `key` in the proof.

If $RA(w)=A(w)R$, the right side is $d\,A(w)R$. Multiplying by $R^T$ from the right leaves $A(Rw)=A(dw)$, hence $Rw=dw$. Conversely, if $Rw=dw$, the relation reads $d\,A(w)R=d\,RA(w)$, and multiplying by $d$ gives commutation.

```lean
/-- An orthogonal matrix `R` commutes with `A(w)` if and only if `R w = det(R) w`. -/
theorem commutes_iff {R : Matrix (Fin 3) (Fin 3) ℝ} (hR : Rᵀ * R = 1) (w : Fin 3 → ℝ) :
    R * axialMatrix w = axialMatrix w * R ↔ R *ᵥ w = R.det • w := by
  have hR' : R * Rᵀ = 1 := mul_eq_one_comm.mp hR
  have hd : R.det * R.det = 1 := by
    have h := congrArg Matrix.det hR
    rwa [Matrix.det_mul, Matrix.det_transpose, Matrix.det_one] at h
  have hs : axialMatrix (R.det • w) = R.det • axialMatrix w := by
    ext i j
    fin_cases i <;> fin_cases j <;> simp [axialMatrix]
  -- moving `R` through `A` applies `R` to the vector and brings in the determinant
  have key : axialMatrix (R *ᵥ w) * R = R.det • (R * axialMatrix w) := by
    calc axialMatrix (R *ᵥ w) * R = (R * Rᵀ) * (axialMatrix (R *ᵥ w) * R) := by
          rw [hR', Matrix.one_mul]
      _ = R * (Rᵀ * axialMatrix (R *ᵥ w) * R) := by simp only [Matrix.mul_assoc]
      _ = R.det • (R * axialMatrix w) := by
          rw [transpose_mul_axialMatrix_mul, Matrix.mul_smul]
  constructor
  · intro h
    have h1 : axialMatrix (R *ᵥ w) = axialMatrix (R.det • w) := by
      calc axialMatrix (R *ᵥ w) = axialMatrix (R *ᵥ w) * R * Rᵀ := by
            rw [Matrix.mul_assoc, hR', Matrix.mul_one]
        _ = (R.det • (axialMatrix w * R)) * Rᵀ := by rw [key, h]
        _ = axialMatrix (R.det • w) := by
            rw [Matrix.smul_mul, Matrix.mul_assoc, hR', Matrix.mul_one, hs]
    simpa only [axialVector_axialMatrix] using congrArg axialVector h1
  · intro h
    rw [h, hs, Matrix.smul_mul] at key
    -- the determinant is its own inverse, so it cancels
    calc R * axialMatrix w = R.det • (R.det • (R * axialMatrix w)) := by
          rw [smul_smul, hd, one_smul]
      _ = R.det • (R.det • (axialMatrix w * R)) := by rw [← key]
      _ = axialMatrix w * R := by rw [smul_smul, hd, one_smul]
```

A site symmetry satisfies $RZR^T=Z$. This is a hypothesis on the tensor; physically, it holds because the operation maps the crystal and the atom onto themselves. It gives $RZ=ZR$, and its transpose gives $RZ^T=Z^TR$. Half the difference says that $R$ commutes with the antisymmetric part, so the criterion applies to the axial vector of $Z$.

```lean
/-- If a Born tensor `Z` is invariant under an orthogonal site symmetry `R`, its axial vector
`w` satisfies `R w = det(R) w`. -/
theorem axialVector_of_invariant {R Z : Matrix (Fin 3) (Fin 3) ℝ} (hR : Rᵀ * R = 1)
    (hZ : R * Z * Rᵀ = Z) : R *ᵥ axialVector Z = R.det • axialVector Z := by
  have h1 : R * Z = Z * R := by
    calc R * Z = R * Z * (Rᵀ * R) := by rw [hR, Matrix.mul_one]
      _ = R * Z * Rᵀ * R := by simp only [Matrix.mul_assoc]
      _ = Z * R := by rw [hZ]
  -- the transposed tensor is invariant as well
  have hT : R * Zᵀ * Rᵀ = Zᵀ := by
    have h := congrArg Matrix.transpose hZ
    simpa only [Matrix.transpose_mul, Matrix.transpose_transpose, Matrix.mul_assoc] using h
  have h2 : R * Zᵀ = Zᵀ * R := by
    calc R * Zᵀ = R * Zᵀ * (Rᵀ * R) := by rw [hR, Matrix.mul_one]
      _ = R * Zᵀ * Rᵀ * R := by simp only [Matrix.mul_assoc]
      _ = Zᵀ * R := by rw [hT]
  rw [← commutes_iff hR, ← antisymmetric_part, Matrix.mul_smul, Matrix.smul_mul,
    Matrix.mul_sub, Matrix.sub_mul, h1, h2]
```

## Twofold axes and mirrors

A non-symmetric tensor can satisfy this hypothesis. The example below, with illustrative numbers and not quartz data, couples only $y$ and $z$. The rotation about $x$ reverses both, so their products keep their sign. Its axial vector is $((1-(-1))/2,0,0)=(1,0,0)$.

```lean
/-- An explicit tensor invariant under the twofold rotation about x, whose axial vector is the
unit vector along x. -/
theorem axialVector_of_invariant_witness :
    diadXᵀ * diadX = 1 ∧
    diadX * !![2, 0, 0; 0, 3, -1; 0, 1, 4] * diadXᵀ = !![2, 0, 0; 0, 3, -1; 0, 1, 4] ∧
    axialVector !![2, 0, 0; 0, 3, -1; 0, 1, 4] = ![1, 0, 0] := by
  refine ⟨?_, ?_, ?_⟩
  · ext i j
    fin_cases i <;> fin_cases j <;> simp [diadX]
  · ext i j
    fin_cases i <;> fin_cases j <;> simp [diadX, Matrix.diagonal_mul, Matrix.mul_diagonal]
  · ext i
    fin_cases i <;> simp [axialVector]
```

For this rotation $d=1$, and the criterion reads $(w_0,-w_1,-w_2)=(w_0,w_1,w_2)$. Thus $w_1=w_2=0$ while $w_0$ is free. With $x$ along the silicon site's axis in α-quartz, $A(\hat x)$ is allowed, where $\hat x=(1,0,0)$.

```lean
/-- The twofold rotation about x commutes with `A(w)` exactly when `w` points along x. -/
theorem diadX_commutes_iff (w : Fin 3 → ℝ) :
    diadX * axialMatrix w = axialMatrix w * diadX ↔ w 1 = 0 ∧ w 2 = 0 := by
  have hd : diadX.det = 1 := by simp [diadX, Matrix.det_diagonal, Fin.prod_univ_three]
  rw [commutes_iff axialVector_of_invariant_witness.1, hd, one_smul]
  constructor
  · intro h
    have h1 := congrFun h 1
    have h2 := congrFun h 2
    simp [diadX, Matrix.mulVec_diagonal] at h1 h2
    constructor <;> linarith
  · rintro ⟨h1, h2⟩
    ext i
    fin_cases i <;> simp [diadX, Matrix.mulVec_diagonal, h1, h2]
```

Adding the rotation about $y$ removes the remaining component: the $(2,1)$ entry of the commutation relation is $-w_0=w_0$. Conversely, $A(0)=0$ commutes with everything.

```lean
/-- The twofold rotations about x and about y both commute with `A(w)` exactly when `w = 0`. -/
theorem two_diads_commute_iff (w : Fin 3 → ℝ) :
    (diadX * axialMatrix w = axialMatrix w * diadX ∧
      diadY * axialMatrix w = axialMatrix w * diadY) ↔ w = 0 := by
  constructor
  · rintro ⟨hx, hy⟩
    obtain ⟨h1, h2⟩ := (diadX_commutes_iff w).mp hx
    -- the second axis removes the component along x
    have h := congrFun (congrFun hy 2) 1
    simp [diadY, axialMatrix, Matrix.diagonal_mul, Matrix.mul_diagonal] at h
    have h0 : w 0 = 0 := by linarith
    ext i
    fin_cases i <;> simp [h0, h1, h2]
  · rintro rfl
    have h0 : axialMatrix 0 = 0 := by
      ext i j
      fin_cases i <;> fin_cases j <;> simp [axialMatrix]
    simp [h0]
```

For a mirror, put $P=nn^T$ with $n\cdot n=1$. Then $P^T=P$ and $P^2=P$, so
$$(1-2P)^T(1-2P)=1-4P+4P^2=1,\qquad \det(1-2P)=1-2\,n\cdot n=-1.$$
The criterion becomes
$$w-2(n\cdot w)n=-w\quad\Longleftrightarrow\quad w=(n\cdot w)n.$$
So $w$ lies along the normal, whereas a polar vector left unchanged by the mirror lies in its plane. The Lean proof establishes orthogonality, the determinant and the action on $w$ before applying `commutes_iff`.

```lean
/-- The reflection in the plane with unit normal `n` commutes with `A(w)` exactly when `w`
equals its projection on `n`. -/
theorem mirror_commutes_iff {n : Fin 3 → ℝ} (hn : n ⬝ᵥ n = 1) (w : Fin 3 → ℝ) :
    mirror n * axialMatrix w = axialMatrix w * mirror n ↔ w = (n ⬝ᵥ w) • n := by
  have hn' : n 0 * n 0 + n 1 * n 1 + n 2 * n 2 = 1 := by
    simpa only [dotProduct, Fin.sum_univ_three] using hn
  have hP : Matrix.vecMulVec n n * Matrix.vecMulVec n n = Matrix.vecMulVec n n := by
    ext i j
    simp only [Matrix.mul_apply, Matrix.vecMulVec_apply, Fin.sum_univ_three]
    linear_combination n i * n j * hn'
  have hT : (Matrix.vecMulVec n n)ᵀ = Matrix.vecMulVec n n := by
    ext i j
    simp only [Matrix.transpose_apply, Matrix.vecMulVec_apply, mul_comm]
  have hR : (mirror n)ᵀ * mirror n = 1 := by
    rw [mirror, Matrix.transpose_sub, Matrix.transpose_one, Matrix.transpose_smul, hT]
    simp only [sub_mul, mul_sub, one_mul, mul_one, smul_mul_assoc, mul_smul_comm, hP]
    module
  -- a reflection reverses orientation
  have hd : (mirror n).det = -1 := by
    simp [mirror, Matrix.det_fin_three, Matrix.vecMulVec_apply]
    linear_combination (-2) * hn'
  have hw : mirror n *ᵥ w = w - (2 * (n ⬝ᵥ w)) • n := by
    ext i
    fin_cases i <;>
      simp [mirror, Matrix.mulVec, dotProduct, Fin.sum_univ_three, Matrix.vecMulVec_apply] <;>
      ring
  rw [commutes_iff hR, hd, hw]
  constructor <;> intro h <;> ext i <;> have hi := congrFun h i <;>
    simp only [Pi.sub_apply, Pi.smul_apply, smul_eq_mul] at hi ⊢ <;> linarith

end

end BornAntisymmetricPart
```

```lean
#print axioms BornAntisymmetricPart.axialMatrix_mulVec
#print axioms BornAntisymmetricPart.axialVector_of_invariant
#print axioms BornAntisymmetricPart.two_diads_commute_iff
#print axioms BornAntisymmetricPart.mirror_commutes_iff
```

```
'BornAntisymmetricPart.axialMatrix_mulVec' depends on axioms: [propext, Classical.choice, Quot.sound]
'BornAntisymmetricPart.axialVector_of_invariant' depends on axioms: [propext, Classical.choice, Quot.sound]
'BornAntisymmetricPart.two_diads_commute_iff' depends on axioms: [propext, Classical.choice, Quot.sound]
'BornAntisymmetricPart.mirror_commutes_iff' depends on axioms: [propext, Classical.choice, Quot.sound]
```
